# Above its threshold, a gradient cutoff gives a one-electron ion the model polarizability $r_c^3/3$

Suppose a local model of the static polarizability counts only the points where the electron density $n$ satisfies $|\nabla n|/n\le c\,n^{1/6}$, each with the same constant polarizability density $1/(4\pi)$, and is to be calibrated on a hydrogen-like ion: the cutoff parameter $c$ must be set so that the model returns a chosen value $\alpha\ge 0$. With nuclear charge $\zeta>0$ and atomic units throughout, a setting that achieves this is

$$c = 2\sqrt{\zeta}\,\pi^{1/6}\exp\!\left(\frac{\zeta\,(3\alpha)^{1/3}}{3}\right).$$

This step rests on two facts about the exponential ground-state density. For $c>0$ the cutoff admits exactly the points within a radius $r_c$ that has a closed form, and a constant polarizability density $1/(4\pi)$ on that ball integrates to $r_c^3/3$ once $c$ reaches the threshold $c_0=2\sqrt{\zeta}\,\pi^{1/6}$. For density-functional treatments of dispersion, this supplies a reference value against which a grid implementation of such a cutoff can be tested, restricted to static response and a single exponential density.

## An exponential density, a sharp cutoff and a constant response

```lean
import Mathlib

open Real MeasureTheory

namespace VdWGradientCutoff

noncomputable section
```

The density at distance $r$ from the nucleus is

$$n(r)=\frac{\zeta^3}{\pi}e^{-2\zeta r}.$$

This is the nonrelativistic ground-state density for a fixed point nucleus. It is given as a formula; the Schrödinger equation behind it is not formalised.

```lean
/-- Ground-state electron density of a one-electron ion of nuclear charge `ζ`,
in atomic units, as a function of the radius. -/
def density (ζ r : ℝ) : ℝ := ζ ^ 3 / π * Real.exp (-2 * ζ * r)
```

The cutoff keeps a point if

$$\frac{|n'(r)|}{n(r)}\le c\,n(r)^{1/6}.$$

The left side is the inverse of the length over which the density changes. The right side is a wave number of the local electron gas: the plasma frequency scales as $n^{1/2}$ and the Fermi velocity as $n^{1/3}$, so their ratio scales as $n^{1/6}$. The condition therefore keeps the regions where the density varies slowly enough for a local electron-gas response to be plausible. The number $c$ says how slowly, and it is a free parameter of the model.

```lean
/-- The gradient cutoff criterion `|n'| / n ≤ c n^(1/6)` at radius `r`. -/
def Admissible (ζ c r : ℝ) : Prop :=
  |deriv (density ζ) r| / density ζ r ≤ c * density ζ r ^ (1 / 6 : ℝ)
```

`Admissible` uses the actual derivative of the radial function, `deriv (density ζ) r`. Away from the nucleus its magnitude is that of the three-dimensional gradient. At the nucleus the density has a cusp and no gradient, and the radial derivative stands in for it; a single point does not affect the integral.

The threshold $c_0$ and the cutoff radius

$$r_c=\frac{3}{\zeta}\ln\frac{c}{c_0}$$

are also definitions. That this radius belongs to the criterion is a theorem below.

```lean
/-- The threshold value `2 √ζ π^(1/6)` of the cutoff parameter. -/
def threshold (ζ : ℝ) : ℝ := 2 * Real.sqrt ζ * π ^ (1 / 6 : ℝ)

/-- The cutoff radius `(3/ζ) ln (c / threshold)`. -/
def cutoffRadius (ζ c : ℝ) : ℝ := 3 / ζ * Real.log (c / threshold ζ)
```

The last definition is a volume integral over three-dimensional Euclidean space, with `‖x‖` as the distance from the nucleus. The integrand $1/(4\pi)$ is the zero-frequency limit of the local response $\frac{1}{4\pi}\,\omega_p^2/(\omega_p^2+\omega^2)$ at imaginary frequency $i\omega$, where $\omega_p$ is the plasma frequency. In that limit the density drops out of the integrand and acts only through the cutoff. The cutoff is sharp, with no smooth switching at the boundary. The model is purely static, and the frequency-dependent response from which a dispersion coefficient would be computed is not part of it.

```lean
/-- The polarizability density `1/(4π)` integrated over all points of space
that satisfy the gradient cutoff criterion. -/
def polarizability (ζ c : ℝ) : ℝ :=
  ∫ _x in {x : EuclideanSpace ℝ (Fin 3) | Admissible ζ c ‖x‖}, 1 / (4 * π)
```

## Positive nuclear charge: $\zeta>0$

Physically, $\zeta>0$ means that the nucleus binds the electron, so the density is positive and decays outwards. By hand, positivity enters in three places. Differentiation gives $n'(r)=-2\zeta\,n(r)$, and since $n$ and $\zeta$ are positive,

$$\frac{|n'(r)|}{n(r)}=2\zeta .$$

The sixth root of a positive density is an ordinary real root,

$$n(r)^{1/6}=\left(\frac{\zeta^3}{\pi}\right)^{1/6}e^{-2\zeta r/6}=\frac{\sqrt{\zeta}}{\pi^{1/6}}\,e^{-\zeta r/3}.$$

Finally, dividing an inequality by $\sqrt\zeta$ or $\zeta$ preserves its direction.

The proof first records that the threshold is positive, as a product of positive factors.

```lean
theorem threshold_pos {ζ : ℝ} (hζ : 0 < ζ) : 0 < threshold ζ := by
  have hs := Real.sqrt_pos.2 hζ
  have hp := Real.rpow_pos_of_pos Real.pi_pos (1 / 6 : ℝ)
  exact mul_pos (mul_pos two_pos hs) hp
```

`log_gradient` builds the derivative with the chain rule, starting from that of the exponent $-2\zeta r$. The density then cancels because `hn` says that it is positive, and `abs_of_neg` turns $|-2\zeta|$ into $2\zeta$.

```lean
/-- The logarithmic gradient of the density has the constant magnitude `2ζ`. -/
theorem log_gradient {ζ : ℝ} (hζ : 0 < ζ) (r : ℝ) :
    |deriv (density ζ) r| / density ζ r = 2 * ζ := by
  have hn : 0 < density ζ r := by unfold density; positivity
  have h : HasDerivAt (fun s : ℝ => -2 * ζ * s) (-2 * ζ) r := by
    simpa using (hasDerivAt_id r).const_mul (-2 * ζ)
  have hd : HasDerivAt (density ζ) (-2 * ζ * density ζ r) r :=
    (h.exp.const_mul (ζ ^ 3 / π)).congr_deriv (by unfold density; ring)
  rw [hd.deriv, abs_mul, abs_of_pos hn, mul_div_assoc, div_self hn.ne', mul_one,
    abs_of_neg (by linarith)]
  ring
```

`density_sixth_root` distributes the power $1/6$ over the prefactor and the exponential. Its auxiliary statement `h1` is $(\zeta^3)^{1/6}=\sqrt\zeta$, which again relies on the sign of $\zeta$.

```lean
/-- The sixth root of the density decays as `exp (-ζ r / 3)`. -/
theorem density_sixth_root {ζ : ℝ} (hζ : 0 < ζ) (r : ℝ) :
    density ζ r ^ (1 / 6 : ℝ) =
      Real.sqrt ζ / π ^ (1 / 6 : ℝ) * Real.exp (-(ζ * r / 3)) := by
  have h1 : (ζ ^ 3) ^ (1 / 6 : ℝ) = Real.sqrt ζ := by
    rw [Real.sqrt_eq_rpow, ← Real.rpow_natCast, ← Real.rpow_mul hζ.le]
    norm_num
  have h2 : -2 * ζ * r * (1 / 6) = -(ζ * r / 3) := by ring
  unfold density
  rw [Real.mul_rpow (by positivity) (Real.exp_pos _).le,
    Real.div_rpow (by positivity) Real.pi_pos.le, h1, ← Real.exp_mul, h2]
```

Without the hypothesis the physical picture goes first. At $\zeta=0$ the density is zero everywhere and the ratio $|n'|/n$ is undefined. At $\zeta=-1$ the formula gives $n(r)=-e^{2r}/\pi$, a negative density that grows in magnitude with distance and has no real sixth root.

## Positive cutoff parameter: $c>0$

Both sides of the criterion are meant to be positive wave numbers, so $c$ must be positive for the comparison to select anything. By hand, the two results above turn the criterion into

$$2\zeta\le c\,\frac{\sqrt\zeta}{\pi^{1/6}}\,e^{-\zeta r/3}.$$

Multiplying by the positive quantity $\pi^{1/6}e^{\zeta r/3}/\sqrt\zeta$ gives

$$2\sqrt\zeta\,\pi^{1/6}\,e^{\zeta r/3}\le c,
\qquad\text{that is}\qquad
e^{\zeta r/3}\le\frac{c}{c_0}.$$

Here $c>0$ is needed: the logarithm of $c/c_0$ exists, and because the logarithm is increasing,

$$\frac{\zeta r}{3}\le\ln\frac{c}{c_0}
\qquad\Longleftrightarrow\qquad
r\le\frac{3}{\zeta}\ln\frac{c}{c_0}=r_c .$$

Every step is reversible, so the criterion holds exactly up to $r_c$.

`admissible_iff` states this equivalence for every real `r`, which includes all physical radii $r\ge0$. The proof works from both ends towards the middle. The statement `hR` rewrites $r\le r_c$ as $\zeta r/3\le\ln(c/c_0)$, and `Real.le_log_iff_exp_le` exponentiates it, using $c/c_0>0$. On the other side, the two earlier theorems are inserted into the criterion. The exponential, $\pi^{1/6}$ and $\sqrt\zeta$ are then replaced by the letters `E`, `p` and `s`, which leaves an algebraic inequality. The identities `e1` and `e2` expose a common factor $\sqrt\zeta$ on both sides, with $\sqrt\zeta\,\sqrt\zeta=\zeta$ supplied by `hss`, and the last two lines cancel that factor or restore it.

```lean
/-- The gradient cutoff criterion holds exactly up to the cutoff radius. -/
theorem admissible_iff {ζ c : ℝ} (hζ : 0 < ζ) (hc : 0 < c) (r : ℝ) :
    Admissible ζ c r ↔ r ≤ cutoffRadius ζ c := by
  have hT := threshold_pos hζ
  have hs := Real.sqrt_pos.2 hζ
  have hss := Real.mul_self_sqrt hζ.le
  have hp := Real.rpow_pos_of_pos Real.pi_pos (1 / 6 : ℝ)
  have hE := Real.exp_pos (ζ * r / 3)
  -- solve the radius condition for the logarithm
  have hR : r ≤ cutoffRadius ζ c ↔ ζ * r / 3 ≤ Real.log (c / threshold ζ) := by
    have e : cutoffRadius ζ c = Real.log (c / threshold ζ) * 3 / ζ := by
      unfold cutoffRadius; ring
    rw [e, le_div_iff₀ hζ]
    constructor <;> intro h <;> linarith
  rw [hR, Real.le_log_iff_exp_le (div_pos hc hT), le_div_iff₀ hT]
  unfold Admissible threshold
  rw [log_gradient hζ, density_sixth_root hζ, Real.exp_neg]
  generalize Real.exp (ζ * r / 3) = E at *
  generalize π ^ (1 / 6 : ℝ) = p at *
  generalize Real.sqrt ζ = s at *
  -- clear denominators and cancel one factor of `√ζ`
  have e1 : c * (s / p * E⁻¹) = s * c / (p * E) := by
    field_simp
  have e2 : 2 * ζ * (p * E) = s * (E * (2 * s * p)) := by
    linear_combination (-2 * p * E) * hss
  rw [e1, le_div_iff₀ (mul_pos hp hE), e2]
  exact ⟨fun h => le_of_mul_le_mul_left h hs,
    fun h => mul_le_mul_of_nonneg_left h hs.le⟩
```

Applied to $r=\lVert x\rVert$, the equivalence says that the admitted points form the closed ball of radius $r_c$ around the nucleus. This is an equality of sets, and it also covers a negative $r_c$, for which both sets are empty.

```lean
/-- The points of space that satisfy the criterion form the closed ball
around the nucleus whose radius is the cutoff radius. -/
theorem region_eq_ball {ζ c : ℝ} (hζ : 0 < ζ) (hc : 0 < c) :
    {x : EuclideanSpace ℝ (Fin 3) | Admissible ζ c ‖x‖} =
      Metric.closedBall 0 (cutoffRadius ζ c) := by
  ext x
  rw [Set.mem_ofPred_eq, mem_closedBall_zero_iff]
  exact admissible_iff hζ hc _
```

If $c=0$, the criterion reads $2\zeta\le 0$ and fails everywhere, while $\ln(c/c_0)$ has no value. Lean assigns $\ln 0=0$, so `cutoffRadius` would be $0$ and the equivalence would wrongly admit the nucleus.

## A parameter at or above the threshold: $c\ge c_0$

The density is largest at the nucleus, and so is the right side of the criterion, while the left side is the constant $2\zeta$. The nucleus is therefore the first point to be admitted as $c$ grows, and $c_0$ is the value at which this happens. For $c\ge c_0$ we have $\ln(c/c_0)\ge0$, hence $r_c\ge0$, and the ball has the usual volume:

$$\int_{\lVert x\rVert\le r_c}\frac{1}{4\pi}\,d^3x
=\frac{1}{4\pi}\cdot\frac{4\pi}{3}r_c^3
=\frac{r_c^3}{3}.$$

At $c=c_0$ the ball is a single point and both sides are zero.

In `polarizability_eq` the hypothesis becomes `hR`, the statement that the cutoff radius is nonnegative. After the region has been replaced by the ball, `setIntegral_const` turns the integral of a constant into volume times constant, and `EuclideanSpace.volume_closedBall_fin_three` inserts the volume. Mathlib's volume formula truncates a negative radius to zero, so `hR` is what allows the radius itself to appear in the result.

```lean
/-- At or above the threshold the polarizability is one third of the cube of the
cutoff radius. -/
theorem polarizability_eq {ζ c : ℝ} (hζ : 0 < ζ) (hc : threshold ζ ≤ c) :
    polarizability ζ c = cutoffRadius ζ c ^ 3 / 3 := by
  have hT := threshold_pos hζ
  have hR : 0 ≤ cutoffRadius ζ c :=
    mul_nonneg (by positivity) (Real.log_nonneg ((one_le_div hT).2 hc))
  have hπ : π * (1 / π) = 1 := mul_one_div_cancel Real.pi_ne_zero
  unfold polarizability
  rw [region_eq_ball hζ (hT.trans_le hc), setIntegral_const, measureReal_def,
    EuclideanSpace.volume_closedBall_fin_three, ENNReal.toReal_mul, ENNReal.toReal_pow,
    ENNReal.toReal_ofReal hR, ENNReal.toReal_ofReal (by positivity), smul_eq_mul]
  linear_combination (cutoffRadius ζ c ^ 3 / 3) * hπ
```

A small counter-example shows what the hypothesis prevents. Take $\zeta=1$ and $c=c_0/e$. Then $r_c=3\ln(1/e)=-3$, and the formula $r_c^3/3$ would give $-9$. The true value is $0$, because no point has a distance of at most $-3$ from the nucleus. Code that evaluates the closed form without testing the sign of $r_c$ would return a negative polarizability here.

The next theorem gives the correct value for every positive $c$ below the threshold. Its proof shows that the logarithm, and with it the radius, is negative, so the ball is empty and the integral vanishes.

```lean
/-- For a positive cutoff parameter below the threshold the polarizability vanishes. -/
theorem polarizability_below_threshold {ζ c : ℝ} (hζ : 0 < ζ) (hc : 0 < c)
    (h : c < threshold ζ) : polarizability ζ c = 0 := by
  have hT := threshold_pos hζ
  have hR : cutoffRadius ζ c < 0 :=
    mul_neg_of_pos_of_neg (by positivity)
      (Real.log_neg (div_pos hc hT) ((div_lt_one hT).2 h))
  unfold polarizability
  rw [region_eq_ball hζ hc, Metric.closedBall_eq_empty.2 hR]
  simp
```

## A nonnegative target: $\alpha\ge0$

The calibration formula from the start is the inverse of $\alpha=r_c^3/3$. Solving for the radius gives $r_c=(3\alpha)^{1/3}$, and solving the definition of $r_c$ for the parameter gives

$$c=c_0\,e^{\zeta r_c/3}=c_0\exp\!\left(\frac{\zeta(3\alpha)^{1/3}}{3}\right).$$

Since $\alpha\ge0$, the exponent is nonnegative and $c\ge c_0$, so the volume formula applies.

The proof follows the same route. `polarizability_eq` is used first, with $c\ge c_0$ derived from the fact that the exponential is at least $1$. Then `hR` computes the cutoff radius as the cube root of $3\alpha$, and `hcube` cubes it.

```lean
/-- Calibration: an explicit cutoff parameter that reproduces any prescribed
nonnegative polarizability `α`. -/
theorem polarizability_calibration {ζ α : ℝ} (hζ : 0 < ζ) (hα : 0 ≤ α) :
    polarizability ζ (threshold ζ * Real.exp (ζ * (3 * α) ^ (1 / 3 : ℝ) / 3)) = α := by
  have hT := threshold_pos hζ
  have hq : 0 ≤ (3 * α) ^ (1 / 3 : ℝ) := Real.rpow_nonneg (by positivity) _
  have hcube : ((3 * α) ^ (1 / 3 : ℝ)) ^ 3 = 3 * α := by
    rw [← Real.rpow_natCast, ← Real.rpow_mul (by positivity)]
    norm_num
  rw [polarizability_eq hζ
    (le_mul_of_one_le_right hT.le (Real.one_le_exp (by positivity)))]
  -- the cutoff radius is the cube root of `3α`
  have hR : cutoffRadius ζ (threshold ζ * Real.exp (ζ * (3 * α) ^ (1 / 3 : ℝ) / 3)) =
      (3 * α) ^ (1 / 3 : ℝ) := by
    unfold cutoffRadius
    rw [mul_div_cancel_left₀ _ hT.ne', Real.log_exp]
    field_simp
  rw [hR, hcube]
  ring
```

With $\alpha=-1/3$ the task is impossible: a positive constant integrated over any region cannot give a negative number. The theorem states that the displayed $c$ works, and leaves open whether another one does. For $\alpha=0$ others do, since every positive $c$ below $c_0$ also gives zero.

## Hydrogen with a strict inequality: $c>2\pi^{1/6}$

For $\zeta=1$ the density is $n(r)=e^{-2r}/\pi$, the threshold is $2\pi^{1/6}$, and

$$r_c=3\ln\frac{c}{2\pi^{1/6}} .$$

The strict inequality means that the admitted region has a nonzero volume. By hand it gives $c/(2\pi^{1/6})>1$, so the logarithm and the radius are positive.

`hydrogen_cutoff` writes the density and the radius out explicitly as `n` and `rc`, and its conclusion has three parts: the radius is positive, the criterion holds exactly for `r ≤ rc`, and the polarizability equals `rc ^ 3 / 3`. The proof checks that `density 1`, `threshold 1` and `cutoffRadius 1 c` agree with the written-out expressions, then applies the general theorems. The strict inequality itself is used for the first part; the third needs only its weak form, and the second only $c>0$.

At $c=2\pi^{1/6}$ the radius is $0$. The first part then fails, while the other two remain true, with the nucleus as the only admitted point and zero polarizability.

```lean
/-- Hydrogen: for `c > 2 π^(1/6)` the criterion holds exactly up to the positive radius
`3 ln (c / (2 π^(1/6)))`, and the polarizability is one third of its cube. -/
theorem hydrogen_cutoff {c : ℝ} (hc : 2 * π ^ (1 / 6 : ℝ) < c) :
    let n : ℝ → ℝ := fun r => Real.exp (-2 * r) / π
    let rc : ℝ := 3 * Real.log (c / (2 * π ^ (1 / 6 : ℝ)))
    0 < rc ∧ (∀ r, |deriv n r| / n r ≤ c * n r ^ (1 / 6 : ℝ) ↔ r ≤ rc) ∧
      polarizability 1 c = rc ^ 3 / 3 := by
  intro n rc
  have hT : threshold 1 = 2 * π ^ (1 / 6 : ℝ) := by
    unfold threshold; rw [Real.sqrt_one, mul_one]
  have hT0 := threshold_pos one_pos
  have hn : density 1 = n := by
    funext s
    change (1 : ℝ) ^ 3 / π * Real.exp (-2 * 1 * s) = Real.exp (-2 * s) / π
    rw [mul_one]
    ring
  have hR : cutoffRadius 1 c = rc := by
    unfold cutoffRadius; rw [hT, div_one]
  rw [← hT] at hc
  refine ⟨?_, fun r => ?_, ?_⟩
  · rw [← hR]
    exact mul_pos (by norm_num) (Real.log_pos ((one_lt_div hT0).2 hc))
  · rw [← hn, ← hR]
    exact admissible_iff one_pos (hT0.trans hc) r
  · rw [← hR]
    exact polarizability_eq one_pos hc.le

end

end VdWGradientCutoff
```

```lean
#print axioms VdWGradientCutoff.polarizability_below_threshold
-- 'VdWGradientCutoff.polarizability_below_threshold' depends on axioms: [propext, Classical.choice, Quot.sound]
#print axioms VdWGradientCutoff.polarizability_calibration
-- 'VdWGradientCutoff.polarizability_calibration' depends on axioms: [propext, Classical.choice, Quot.sound]
#print axioms VdWGradientCutoff.hydrogen_cutoff
-- 'VdWGradientCutoff.hydrogen_cutoff' depends on axioms: [propext, Classical.choice, Quot.sound]
```
